# Energy and adsorbate weight of the state split off below a semi-elliptic band for \(V^2>1/2\)

A non-interacting adsorbate level lies at the centre of the band and is coupled to it with strength \(V\), all energies being in units of half the bandwidth. The band enters through an explicit real self-energy, meant for energies below the band, and the adsorbate weight is defined through the derivative of that function. A tight-binding chain, specified separately, then identifies this weight as a probability.

```lean
import Mathlib

open Filter Topology

namespace NewnsAndersonSplitOff

noncomputable section

/-- The adsorbate self-energy below a semi-elliptic band on `[-1, 1]`, for coupling `V`. -/
def selfEnergy (V E : ℝ) : ℝ := 2 * V ^ 2 * (E + √(E ^ 2 - 1))

/-- The closed form for the energy of the split-off state of an adsorbate level at the
band centre. -/
def splitOffEnergy (V : ℝ) : ℝ := -(2 * V ^ 2) / √(4 * V ^ 2 - 1)

/-- The weight `1 / (1 - S'(E))` of a pole of the adsorbate Green function at energy `E`. -/
def poleWeight (V E : ℝ) : ℝ := 1 / (1 - deriv (selfEnergy V) E)

/-- The factor by which the split-off state changes from one chain site to the next. -/
def decayFactor (V : ℝ) : ℝ := -1 / √(4 * V ^ 2 - 1)

/-- The Hamiltonian of an adsorbate (site `0`, level at zero energy) coupled by `V` to the end
of a semi-infinite chain (sites `1, 2, ...`) with hopping `1/2`. -/
def chainHamiltonian (V : ℝ) (ψ : ℕ → ℝ) : ℕ → ℝ
  | 0 => V * ψ 1
  | 1 => V * ψ 0 + ψ 2 / 2
  | n + 2 => (ψ (n + 1) + ψ (n + 3)) / 2

/-- The amplitudes of the split-off state, scaled to amplitude one on the adsorbate. -/
def boundState (V : ℝ) : ℕ → ℝ
  | 0 => 1
  | n + 1 => 2 * V * decayFactor V ^ (n + 1)

/-- For `V² > 1/2` the root `√(4V² - 1)` is positive and squares to `4V² - 1`. -/
theorem root_facts {V : ℝ} (hV : 1 / 2 < V ^ 2) :
    0 < √(4 * V ^ 2 - 1) ∧ √(4 * V ^ 2 - 1) ^ 2 = 4 * V ^ 2 - 1 :=
  ⟨Real.sqrt_pos.mpr (by linarith), Real.sq_sqrt (by linarith)⟩

/-- At the split-off energy, `√(E² - 1)` equals `(2V² - 1) / √(4V² - 1)`. -/
theorem sqrt_at_splitOff {V : ℝ} (hV : 1 / 2 < V ^ 2) :
    √(splitOffEnergy V ^ 2 - 1) = (2 * V ^ 2 - 1) / √(4 * V ^ 2 - 1) := by
  obtain ⟨hs, hs2⟩ := root_facts hV
  have hD : 4 * V ^ 2 - 1 ≠ 0 := by linarith
  have key : splitOffEnergy V ^ 2 - 1 = ((2 * V ^ 2 - 1) / √(4 * V ^ 2 - 1)) ^ 2 := by
    rw [splitOffEnergy, div_pow, div_pow, hs2, eq_div_iff hD, sub_mul, div_mul_cancel₀ _ hD]
    ring
  -- the condition on `V` fixes the sign of the root
  rw [key, Real.sqrt_sq (div_nonneg (by linarith) hs.le)]

/-- Below the band the self-energy has slope `2V² (1 + E / √(E² - 1))`. -/
theorem hasDerivAt_selfEnergy (V : ℝ) {E : ℝ} (hE : E < -1) :
    HasDerivAt (selfEnergy V) (2 * V ^ 2 * (1 + E / √(E ^ 2 - 1))) E := by
  have hne : E ^ 2 - 1 ≠ 0 := by nlinarith
  have hq : HasDerivAt (fun x : ℝ => x ^ 2 - 1) (2 * E) E :=
    ((hasDerivAt_pow 2 E).sub_const 1).congr_deriv (by simp)
  have h := ((hasDerivAt_id' E).fun_add (hq.sqrt hne)).const_mul (2 * V ^ 2)
  exact h.congr_deriv (by rw [mul_div_mul_left _ _ (two_ne_zero' ℝ)])

/-- For `V² > 1/2` the energy `-2V² / √(4V² - 1)` lies below the band, solves `E = S(E)`, and
has adsorbate weight `(2V² - 1) / (4V² - 1)`. -/
theorem splitOff_state {V : ℝ} (hV : 1 / 2 < V ^ 2) :
    splitOffEnergy V < -1 ∧ splitOffEnergy V = selfEnergy V (splitOffEnergy V) ∧
      poleWeight V (splitOffEnergy V) = (2 * V ^ 2 - 1) / (4 * V ^ 2 - 1) := by
  obtain ⟨hs, hs2⟩ := root_facts hV
  have hp : 0 < 2 * V ^ 2 - 1 := by linarith
  have hp' : 2 * V ^ 2 - 1 ≠ 0 := hp.ne'
  have hbelow : splitOffEnergy V < -1 := by
    have hlt : √(4 * V ^ 2 - 1) < 2 * V ^ 2 := by
      apply lt_of_pow_lt_pow_left₀ 2 (by positivity)
      rw [hs2]
      nlinarith [mul_pos hp hp]
    rw [splitOffEnergy, div_lt_iff₀ hs]
    linarith
  refine ⟨hbelow, ?_, ?_⟩
  · -- here `E + √(E² - 1) = -1 / √(4V² - 1)`
    rw [selfEnergy, sqrt_at_splitOff hV, splitOffEnergy]
    ring
  · -- insert the energy into the slope of the self-energy
    have hslope : 1 - 2 * V ^ 2 * (1 + -(2 * V ^ 2) / (2 * V ^ 2 - 1))
        = (4 * V ^ 2 - 1) / (2 * V ^ 2 - 1) := by
      field_simp
      ring
    rw [poleWeight, (hasDerivAt_selfEnergy V hbelow).deriv, sqrt_at_splitOff hV,
      splitOffEnergy, div_div_div_cancel_right₀ hs.ne', hslope, one_div_div]

/-- The adsorbate weight of the split-off state tends to `1/2` for large coupling. -/
theorem weight_tendsto_half :
    Tendsto (fun V : ℝ => poleWeight V (splitOffEnergy V)) atTop (𝓝 (1 / 2)) := by
  have hgrow : Tendsto (fun V : ℝ => 2 * (4 * V ^ 2 - 1)) atTop atTop := by
    refine tendsto_atTop_mono (fun V => ?_)
      (tendsto_atTop_add_const_right atTop (-3 : ℝ) tendsto_id)
    simp only [id]
    nlinarith [sq_nonneg (V - 1), sq_nonneg V]
  have hlim : Tendsto (fun V : ℝ => 1 / 2 - (2 * (4 * V ^ 2 - 1))⁻¹) atTop (𝓝 (1 / 2)) := by
    simpa using (tendsto_inv_atTop_zero.comp hgrow).const_sub (1 / 2 : ℝ)
  refine hlim.congr' ?_
  filter_upwards [eventually_ge_atTop (1 : ℝ)] with V h1
  have hV : 1 / 2 < V ^ 2 := by nlinarith
  have hD : 4 * V ^ 2 - 1 ≠ 0 := by linarith
  rw [(splitOff_state hV).2.2]
  field_simp
  ring

/-- The exponentially varying amplitudes `boundState V` solve the Schrödinger equation of
adsorbate and chain at the split-off energy. -/
theorem boundState_eigen {V : ℝ} (hV : 1 / 2 < V ^ 2) (n : ℕ) :
    chainHamiltonian V (boundState V) n = splitOffEnergy V * boundState V n := by
  -- the dispersion relation of the chain at a complex wave number with real part `π`
  have hx : 1 + decayFactor V ^ 2 = 2 * splitOffEnergy V * decayFactor V := by
    obtain ⟨hs, hs2⟩ := root_facts hV
    unfold decayFactor splitOffEnergy
    generalize √(4 * V ^ 2 - 1) = s at hs hs2 ⊢
    have hs0 : s ≠ 0 := hs.ne'
    field_simp
    linarith
  match n with
  | 0 =>
    show V * (2 * V * decayFactor V ^ (0 + 1)) = splitOffEnergy V * 1
    unfold decayFactor splitOffEnergy
    ring
  | 1 =>
    show V * 1 + 2 * V * decayFactor V ^ (1 + 1) / 2
      = splitOffEnergy V * (2 * V * decayFactor V ^ (0 + 1))
    linear_combination V * hx
  | k + 2 =>
    show (2 * V * decayFactor V ^ (k + 1) + 2 * V * decayFactor V ^ (k + 2 + 1)) / 2
      = splitOffEnergy V * (2 * V * decayFactor V ^ (k + 1 + 1))
    linear_combination V * decayFactor V ^ (k + 1) * hx

/-- The squared norm of the split-off state is finite and equals `(4V² - 1) / (2V² - 1)`. -/
theorem boundState_norm {V : ℝ} (hV : 1 / 2 < V ^ 2) :
    HasSum (fun n => boundState V n ^ 2) ((4 * V ^ 2 - 1) / (2 * V ^ 2 - 1)) := by
  have hD : 0 < 4 * V ^ 2 - 1 := by linarith
  have hD' : 4 * V ^ 2 - 1 ≠ 0 := hD.ne'
  have hp' : 2 * V ^ 2 - 1 ≠ 0 := by linarith
  have hx2 : decayFactor V ^ 2 = 1 / (4 * V ^ 2 - 1) := by
    rw [decayFactor, div_pow, (root_facts hV).2]
    norm_num
  have hr : decayFactor V ^ 2 < 1 := by
    rw [hx2, div_lt_one hD]
    linarith
  -- the chain part is a geometric series
  have hgeo := (hasSum_geometric_of_lt_one (sq_nonneg (decayFactor V)) hr).mul_left
    (4 * V ^ 2 * decayFactor V ^ 2)
  have htail : HasSum (fun n => boundState V (n + 1) ^ 2)
      (4 * V ^ 2 * decayFactor V ^ 2 * (1 - decayFactor V ^ 2)⁻¹) := by
    refine hgeo.congr_fun ?_
    intro n
    show (2 * V * decayFactor V ^ (n + 1)) ^ 2 = _
    ring
  have hinv : (1 - 1 / (4 * V ^ 2 - 1))⁻¹ = (4 * V ^ 2 - 1) / (2 * (2 * V ^ 2 - 1)) := by
    rw [inv_eq_iff_eq_inv, inv_div]
    field_simp
    ring
  have hall := (hasSum_nat_add_iff (f := fun n => boundState V n ^ 2) 1).mp htail
  have hval : 4 * V ^ 2 * decayFactor V ^ 2 * (1 - decayFactor V ^ 2)⁻¹
      + ∑ i ∈ Finset.range 1, boundState V i ^ 2 = (4 * V ^ 2 - 1) / (2 * V ^ 2 - 1) := by
    have hDi : (4 * V ^ 2 - 1) * (4 * V ^ 2 - 1)⁻¹ = 1 := mul_inv_cancel₀ hD'
    have hpi : (2 * V ^ 2 - 1) * (2 * V ^ 2 - 1)⁻¹ = 1 := mul_inv_cancel₀ hp'
    rw [hx2, hinv, div_mul_eq_div_div, Finset.sum_range_one]
    show _ + (1 : ℝ) ^ 2 = _
    linear_combination 2 * V ^ 2 * (2 * V ^ 2 - 1)⁻¹ * hDi - hpi
  rw [← hval]
  exact hall

/-- The probability of finding the electron of the normalised split-off state on the adsorbate
equals the pole weight `1 / (1 - S'(E))`. -/
theorem adsorbate_probability {V : ℝ} (hV : 1 / 2 < V ^ 2) :
    boundState V 0 ^ 2 / ∑' n, boundState V n ^ 2 = poleWeight V (splitOffEnergy V) := by
  rw [(boundState_norm hV).tsum_eq, (splitOff_state hV).2.2]
  show (1 : ℝ) ^ 2 / _ = _
  rw [one_pow, one_div_div]

end

end NewnsAndersonSplitOff
```

## Energy and weight of the split-off state

Energies are measured in units of half the bandwidth, so the band occupies \([-1,1]\), and the adsorbate level sits at its centre, at zero energy. The real number \(V\) is the coupling between the adsorbate and a substrate orbital whose density of states is the semi-ellipse \(\frac{2}{\pi}\sqrt{1-E^2}\), normalised to one. Below the band the self-energy is

\[
S(E)=2V^2\left(E+\sqrt{E^2-1}\right),\qquad E<-1 ,
\]

which is `selfEnergy V E`. The sign of the root makes \(S\) vanish as \(E\to-\infty\). Lean's function is defined for every real \(E\), but it is the physical self-energy neither inside nor above the band.

The theorem `splitOff_state` assumes \(V^2>1/2\) and states three things about \(E=-2V^2/\sqrt{4V^2-1}\), called `splitOffEnergy V`: it lies below \(-1\), it satisfies \(E=S(E)\), and its weight is

\[
\frac{1}{1-S'(E)}=\frac{2V^2-1}{4V^2-1}.
\]

The left side is `poleWeight`, the residue of the adsorbate Green function \(1/(E-S(E))\) at the pole. The hypothesis says that the coupling is strong enough to pull a level out of the band: at the band edge \(S(-1)=-2V^2\), which is then below \(-1\). The theorem `weight_tendsto_half` gives the limit \(1/2\) as \(V\to+\infty\).

The theorems do not address uniqueness of the solution or weaker coupling. The model is also narrower than the Newns-Anderson treatment of chemisorption, since it has one non-interacting level and no Coulomb repulsion on the adsorbate.

## The weight as a probability on a chain

`chainHamiltonian` acts on real amplitudes \(\psi_n\), \(n\in\mathbb N\). Site 0 is the adsorbate, and sites \(1,2,\dots\) form a semi-infinite chain whose end is coupled to the adsorbate by \(V\). The hopping \(1/2\) along the chain makes its band the interval \([-1,1]\). The Hamiltonian is a rule on all real sequences, not an operator on a Hilbert space; normalisability is shown separately for the state in question.

That state is `boundState`, with \(\psi_0=1\) and \(\psi_n=2Vx^n\) for \(n\ge1\), where \(x=-1/\sqrt{4V^2-1}\) is `decayFactor V`. It solves the Schrödinger equation at every site (`boundState_eigen`) and has a finite squared norm (`boundState_norm`). After normalisation, its probability on the adsorbate is

\[
\frac{\psi_0^2}{\sum_n\psi_n^2}=\frac{2V^2-1}{4V^2-1},
\]

and `adsorbate_probability` equates this with the pole weight. The theorems do not derive \(S\) from the chain; they show that the two descriptions give the same energy and weight for this state.

For large positive \(V\), \(\psi_1\to-1\) and the amplitudes further along the chain vanish. The state becomes the lower orbital of a two-site molecule made of the adsorbate and the first chain atom, which accounts for the limit \(1/2\).

## Solving the pole equation and differentiating

Write \(s=\sqrt{4V^2-1}\), so \(s^2=4V^2-1>1\) and \(E=-2V^2/s\). Then

\[
E^2-1=\frac{4V^4-4V^2+1}{s^2}=\left(\frac{2V^2-1}{s}\right)^2,
\qquad
\sqrt{E^2-1}=\frac{2V^2-1}{s}.
\]

The formula for the root needs \(2V^2-1\ge0\), which the hypothesis supplies. This is `sqrt_at_splitOff`, where `Real.sqrt_sq` asks for exactly that sign. It follows that

\[
E+\sqrt{E^2-1}=-\frac1s,\qquad S(E)=-\frac{2V^2}{s}=E .
\]

The energy is below the band because \((2V^2)^2-s^2=(2V^2-1)^2>0\), hence \(s<2V^2\). In Lean, `nlinarith` receives the positive product `mul_pos hp hp` for this comparison of squares.

For \(E<-1\) the root is differentiable, and `hasDerivAt_selfEnergy` applies the chain rule. At the split-off energy,

\[
S'(E)=2V^2\left(1+\frac{E}{\sqrt{E^2-1}}\right)
=2V^2\left(1-\frac{2V^2}{2V^2-1}\right)
=-\frac{2V^2}{2V^2-1}.
\]

Thus \(1-S'(E)=(4V^2-1)/(2V^2-1)\), the identity `hslope`, and its reciprocal is the weight. For the limit, write

\[
\frac{2V^2-1}{4V^2-1}=\frac12-\frac{1}{2(4V^2-1)} .
\]

The last term tends to zero. Lean uses this form for \(V\ge1\), where the hypothesis holds, which is enough for a limit at infinity.

## Checking the amplitudes and summing them

The eigenvalue equation rests on one identity, `hx` in the proof:

\[
1+x^2=\frac{s^2+1}{s^2}=\frac{4V^2}{s^2}=2Ex .
\]

The sites then give

\[
\begin{aligned}
n=0:&\quad V\psi_1=2V^2x=E=E\psi_0,\\
n=1:&\quad V\psi_0+\tfrac12\psi_2=V(1+x^2)=2VEx=E\psi_1,\\
n\ge2:&\quad \tfrac12(\psi_{n-1}+\psi_{n+1})=Vx^{n-1}(1+x^2)=E\psi_n .
\end{aligned}
\]

The `linear_combination` steps multiply `hx` by \(V\) and by \(Vx^{n-1}\), with \(n=k+2\) in the code.

Since \(x^2=1/s^2<1\), the chain part of the norm is a geometric series:

\[
\sum_{n\ge0}\psi_n^2=1+\frac{4V^2x^2}{1-x^2}
=1+\frac{2V^2}{2V^2-1}=\frac{4V^2-1}{2V^2-1}.
\]

Lean sums the chain first, then adds site 0 with `hasSum_nat_add_iff`. Dividing \(\psi_0^2=1\) by this norm gives the pole weight.

## Finding the state numerically

In a Green-function code for this non-interacting model, the split-off state can be found as a root of \(E-S(E)\) below the band, and its weight then follows from the slope there. An adsorbate density of states integrated only over \([-1,1]\) misses this weight, together with the equal weight of the mirror state above the band, which the theorems do not treat. Diagonalising a long finite chain offers a check: the squared adsorbate component of the lowest normalised eigenvector should approach \((2V^2-1)/(4V^2-1)\). Close to \(V^2=1/2\) the chain must be longer, because \(|x|\) approaches 1 and the state decays slowly.

```lean
#print axioms NewnsAndersonSplitOff.splitOff_state
-- 'NewnsAndersonSplitOff.splitOff_state' depends on axioms: [propext, Classical.choice, Quot.sound]
#print axioms NewnsAndersonSplitOff.weight_tendsto_half
-- 'NewnsAndersonSplitOff.weight_tendsto_half' depends on axioms: [propext, Classical.choice, Quot.sound]
#print axioms NewnsAndersonSplitOff.boundState_eigen
-- 'NewnsAndersonSplitOff.boundState_eigen' depends on axioms: [propext, Classical.choice, Quot.sound]
#print axioms NewnsAndersonSplitOff.adsorbate_probability
-- 'NewnsAndersonSplitOff.adsorbate_probability' depends on axioms: [propext, Classical.choice, Quot.sound]
```
